# Flux balance at a mass step: continuity of $\psi'/m$ versus continuity of $\psi'$

## Question

To get the transmission across an abrupt junction between two materials with effective masses $m_1$ and $m_2$, I put an incident and a reflected plane wave on the left and a transmitted one on the right, write two matching conditions at $x=0$, solve for the reflection and transmission amplitudes $r$ and $t$, and check that the two probabilities add to one. With wavenumbers $k$ on the left and $q$ on the right, the check is
$$|r|^2+\frac{q\,m_1}{k\,m_2}\,|t|^2=1 .$$
My claim, for $m_1,m_2,k,q>0$, is that continuity of the wave function $\psi$ and of $\psi'/m$ always passes this check, and that continuity of $\psi$ and $\psi'$ passes it exactly when $m_1=m_2$. How can this be stated and proved in Lean 4 with Mathlib, using real derivatives and the actual probability current?

## Answer

### Modelling choices

The two waves are separate functions $\mathbb R\to\mathbb C$,
$$\psi_L(x)=e^{ikx}+r\,e^{-ikx},\qquad \psi_R(x)=t\,e^{iqx},$$
called `leftWave k r` and `rightWave q t` and built from `planeWave`. The incident amplitude is fixed at one, and $r,t$ are complex; that matching forces them to be real comes out as a result. Each wave is defined on the whole line, so Mathlib's `deriv` at $0$ is an ordinary derivative of a smooth function, which for these waves agrees with the one-sided derivative at the step.

The definition `current hbar m ψ x` is $j=(\hbar/m)\,\mathrm{Im}(\bar\psi\,\psi')$. The interface rule `Matched a b` has two real weights $a,b$, which are positive in the derivation below and in every theorem that uses the rule, and says
$$\psi_L(0)=\psi_R(0),\qquad \psi_L'(0)/a=\psi_R'(0)/b .$$
The weights $(m_1,m_2)$ give continuity of $\psi'/m$, the BenDaniel–Duke condition, and $(1,1)$ give continuity of $\psi'$. The left side of the check is `fluxSum`, written $S$ below, with `‖r‖` the modulus $|r|$.

The rule is a hypothesis: no Hamiltonian appears in the file, and neither condition is derived from an ordering of the kinetic operator. There is also no energy and no potential. The numbers $k$ and $q$ are independent positive reals, so whatever pair a given energy and band offset produce is included, provided both sides propagate; evanescent waves are excluded because $q$ is real.

### Derivation by hand

The derivatives are $\psi_L'=ik\,(e^{ikx}-r e^{-ikx})$ and $\psi_R'=iq\,t\,e^{iqx}$. With $z=r e^{-2ikx}$,
$$\bar\psi_L\psi_L'=ik\,(e^{-ikx}+\bar r e^{ikx})(e^{ikx}-r e^{-ikx})=ik\,(1-|r|^2)+ik\,(\bar z-z).$$
Since $\bar z-z=-2i\,\mathrm{Im}\,z$, the interference term equals the real number $2k\,\mathrm{Im}\,z$ and drops out of the imaginary part. On the right, $\bar\psi_R\psi_R'=iq|t|^2$. The currents $j_L$ of $\psi_L$ with mass $m_1$ and $j_R$ of $\psi_R$ with mass $m_2$ are therefore independent of position:
$$j_L=\frac{\hbar k}{m_1}(1-|r|^2),\qquad j_R=\frac{\hbar q}{m_2}|t|^2 .$$
Their difference factors as $j_L-j_R=(\hbar k/m_1)(1-S)$, and the prefactor is positive, so $j_L=j_R$ if and only if $S=1$. The second term of $S$ is $j_R$ divided by the incident current $\hbar k/m_1$.

At $x=0$ the interface rule reads $1+r=t$ and $ik(1-r)/a=iqt/b$, that is $kb(1-r)=qa\,t$. Put $D=kb+qa>0$. Inserting $t=1+r$ gives $kb-qa=rD$, so
$$r=\frac{kb-qa}{D},\qquad t=1+r=\frac{2kb}{D}.$$
Conversely these values satisfy both equations, so the rule has exactly one solution. Both amplitudes are real, and
$$S-1=\frac{(kb-qa)^2-D^2}{D^2}+\frac{q m_1}{k m_2}\,\frac{4k^2b^2}{D^2}
=\frac{-4kqab+4kqb^2m_1/m_2}{D^2}=\frac{4kqb\,(b m_1-a m_2)}{m_2D^2}.$$
The factors $4kqb$ and $m_2D^2$ are positive, so $S=1$ if and only if $a m_2=b m_1$. For $(a,b)=(m_1,m_2)$ this is $m_1m_2=m_2m_1$, which always holds. For $(1,1)$ it is $m_2=m_1$. Under the $\psi'/m$ rule, $r=0$ means $km_2=qm_1$, or $k/m_1=q/m_2$: the velocities $\hbar k/m_1$ and $\hbar q/m_2$ agree.

As a numerical instance take $m_1=1$, $m_2=2$, $k=q=1$, so that $qm_1/(km_2)=1/2$. The $\psi'/m$ rule has $D=3$, $r=1/3$, $t=4/3$, and $S=1/9+\tfrac12\cdot 16/9=1$. The $\psi'$ rule has $D=2$, $r=0$, $t=1$, and $S=1/2$, in agreement with the formula $S-1=4(1-2)/(2\cdot 4)=-1/2$.

### The Lean file

```lean
import Mathlib

open Complex ComplexConjugate

namespace MassStep

noncomputable section

/-- The plane wave `exp(i k x)`. -/
def planeWave (k x : ℝ) : ℂ := Complex.exp (I * k * x)

/-- Wave on the left of the step: unit incident wave plus reflected wave of amplitude `r`. -/
def leftWave (k : ℝ) (r : ℂ) (x : ℝ) : ℂ := planeWave k x + r * planeWave (-k) x

/-- Wave on the right of the step: transmitted wave of amplitude `t`. -/
def rightWave (q : ℝ) (t : ℂ) (x : ℝ) : ℂ := t * planeWave q x

/-- Probability current `(ħ/m) Im (conj ψ · ψ')` at `x` for mass `m`. -/
def current (hbar m : ℝ) (ψ : ℝ → ℂ) (x : ℝ) : ℝ := hbar / m * (conj (ψ x) * deriv ψ x).im

/-- Interface rule at `x = 0` with weights `a`, `b`: the values agree and `ψL'/a = ψR'/b`. -/
def Matched (a b : ℝ) (ψL ψR : ℝ → ℂ) : Prop :=
  ψL 0 = ψR 0 ∧ deriv ψL 0 / (a : ℂ) = deriv ψR 0 / (b : ℂ)

/-- The flux sum `|r|² + (q m₁ / (k m₂)) |t|²`. -/
def fluxSum (m₁ m₂ k q : ℝ) (r t : ℂ) : ℝ := ‖r‖ ^ 2 + q * m₁ / (k * m₂) * ‖t‖ ^ 2

/-- The amplitude `(k b - q a) / (k b + q a)`. -/
def reflAmp (a b k q : ℝ) : ℝ := (k * b - q * a) / (k * b + q * a)

/-- The amplitude `2 k b / (k b + q a)`. -/
def transAmp (a b k q : ℝ) : ℝ := 2 * k * b / (k * b + q * a)

/-- The derivative of `exp(i k x)` is `i k exp(i k x)`. -/
theorem hasDerivAt_planeWave (k x : ℝ) :
    HasDerivAt (planeWave k) (I * k * planeWave k x) x := by
  have h : HasDerivAt (fun z : ℂ => Complex.exp (I * k * z))
      (Complex.exp (I * k * x) * (I * k * 1)) (x : ℂ) :=
    ((hasDerivAt_id' (x : ℂ)).const_mul (I * k)).cexp
  exact h.comp_ofReal.congr_deriv (by unfold planeWave; ring)

/-- Derivatives of the left and right waves at any point. -/
theorem hasDerivAt_waves (k : ℝ) (c : ℂ) (x : ℝ) :
    HasDerivAt (leftWave k c) (I * k * (planeWave k x - c * planeWave (-k) x)) x ∧
    HasDerivAt (rightWave k c) (I * k * (c * planeWave k x)) x := by
  constructor
  · have h := (hasDerivAt_planeWave k x).fun_add ((hasDerivAt_planeWave (-k) x).const_mul c)
    exact h.congr_deriv (by push_cast; ring)
  · have h := (hasDerivAt_planeWave k x).const_mul c
    exact h.congr_deriv (by ring)

/-- At every point the left wave with reflection amplitude `c` carries the current
`(ħ k/m)(1 - |c|²)`, and the right wave with amplitude `c` carries `(ħ k/m)|c|²`. -/
theorem current_waves (hbar m k : ℝ) (c : ℂ) (x : ℝ) :
    current hbar m (leftWave k c) x = hbar * k / m * (1 - ‖c‖ ^ 2) ∧
    current hbar m (rightWave k c) x = hbar * k / m * ‖c‖ ^ 2 := by
  have he : ∀ p : ℝ, planeWave p x = Complex.exp (((p * x : ℝ) : ℂ) * I) := by
    intro p
    unfold planeWave
    congr 1
    push_cast
    ring
  have hre : ∀ p : ℝ, (planeWave p x).re = Real.cos (p * x) := fun p => by
    rw [he, Complex.exp_ofReal_mul_I_re]
  have him : ∀ p : ℝ, (planeWave p x).im = Real.sin (p * x) := fun p => by
    rw [he, Complex.exp_ofReal_mul_I_im]
  have h1 := Real.cos_sq_add_sin_sq (k * x)
  unfold current
  rw [(hasDerivAt_waves k c x).1.deriv, (hasDerivAt_waves k c x).2.deriv]
  simp only [leftWave, rightWave, mul_re, mul_im, add_re, add_im, sub_re, sub_im, conj_re,
    conj_im, I_re, I_im, ofReal_re, ofReal_im, hre, him, neg_mul, Real.cos_neg, Real.sin_neg,
    Complex.sq_norm, Complex.normSq_apply]
  -- the interference terms cancel, and cos² + sin² = 1
  constructor
  · linear_combination (hbar / m * k * (1 - (c.re * c.re + c.im * c.im))) * h1
  · linear_combination (hbar / m * k * (c.re * c.re + c.im * c.im)) * h1

/-- The current of the left wave with mass `m₁` equals the current of the right wave with
mass `m₂` if and only if the flux sum is one. -/
theorem current_conserved_iff {hbar m₁ m₂ k : ℝ} (hh : 0 < hbar) (h₁ : 0 < m₁) (h₂ : 0 < m₂)
    (hk : 0 < k) (q : ℝ) (r t : ℂ) (x y : ℝ) :
    current hbar m₁ (leftWave k r) x = current hbar m₂ (rightWave q t) y ↔
      fluxSum m₁ m₂ k q r t = 1 := by
  rw [(current_waves hbar m₁ k r x).1, (current_waves hbar m₂ q t y).2]
  unfold fluxSum
  generalize ‖r‖ ^ 2 = R
  generalize ‖t‖ ^ 2 = T
  have key : hbar * k / m₁ * (1 - R) - hbar * q / m₂ * T
      = hbar * k / m₁ * (1 - (R + q * m₁ / (k * m₂) * T)) := by
    field_simp
    ring
  have hc : 0 < hbar * k / m₁ := by positivity
  constructor
  · intro h
    have h0 : hbar * k / m₁ * (1 - (R + q * m₁ / (k * m₂) * T)) = 0 := by
      linear_combination h - key
    rcases mul_eq_zero.1 h0 with h' | h'
    · exact absurd h' hc.ne'
    · linarith
  · intro h
    linear_combination key - hbar * k / m₁ * h

/-- For positive weights and wavenumbers the interface rule holds exactly when
`r = (k b - q a)/(k b + q a)` and `t = 2 k b/(k b + q a)`. -/
theorem matched_iff {a b k q : ℝ} (ha : 0 < a) (hb : 0 < b) (hk : 0 < k) (hq : 0 < q)
    (r t : ℂ) :
    Matched a b (leftWave k r) (rightWave q t) ↔
      r = (reflAmp a b k q : ℂ) ∧ t = (transAmp a b k q : ℂ) := by
  have h0 : ∀ p : ℝ, planeWave p 0 = 1 := by
    intro p
    simp [planeWave]
  have ha' : (a : ℂ) ≠ 0 := by exact_mod_cast ha.ne'
  have hb' : (b : ℂ) ≠ 0 := by exact_mod_cast hb.ne'
  have hD' : k * b + q * a ≠ 0 := by positivity
  have hD : (k : ℂ) * b + q * a ≠ 0 := by exact_mod_cast hD'
  unfold Matched reflAmp transAmp
  rw [(hasDerivAt_waves k r 0).1.deriv, (hasDerivAt_waves q t 0).2.deriv]
  simp only [leftWave, rightWave, h0, mul_one]
  rw [div_eq_div_iff ha' hb']
  push_cast
  rw [eq_div_iff hD, eq_div_iff hD]
  -- two linear equations: 1 + r = t and k (1 - r) b = q t a
  constructor
  · rintro ⟨h1, h2⟩
    have h3 : (k : ℂ) * (1 - r) * b = q * t * a :=
      mul_left_cancel₀ I_ne_zero (by linear_combination h2)
    exact ⟨by linear_combination q * a * h1 - h3, by linear_combination -h3 - k * b * h1⟩
  · rintro ⟨h1, h2⟩
    have e1 : 1 + r = t := mul_right_cancel₀ hD (by linear_combination h1 - h2)
    exact ⟨e1, by linear_combination I * q * a * e1 - I * h1⟩

/-- Under the interface rule with weights `a`, `b`, the flux sum minus one equals
`4 k q b (b m₁ - a m₂) / (m₂ (k b + q a)²)`. -/
theorem flux_defect {a b k q m₂ : ℝ} (ha : 0 < a) (hb : 0 < b) (hk : 0 < k) (hq : 0 < q)
    (h₂ : 0 < m₂) (m₁ : ℝ) {r t : ℂ} (h : Matched a b (leftWave k r) (rightWave q t)) :
    fluxSum m₁ m₂ k q r t - 1
      = 4 * k * q * b * (b * m₁ - a * m₂) / (m₂ * (k * b + q * a) ^ 2) := by
  obtain ⟨hr, ht⟩ := (matched_iff ha hb hk hq r t).1 h
  have hD : k * b + q * a ≠ 0 := by positivity
  rw [hr, ht]
  simp only [fluxSum, Complex.norm_real, Real.norm_eq_abs, sq_abs, reflAmp, transAmp]
  field_simp
  ring

/-- Under the interface rule with weights `a`, `b`, the flux sum is one if and only if
`a m₂ = b m₁`. -/
theorem flux_balance_iff {a b k q m₂ : ℝ} (ha : 0 < a) (hb : 0 < b) (hk : 0 < k) (hq : 0 < q)
    (h₂ : 0 < m₂) (m₁ : ℝ) {r t : ℂ} (h : Matched a b (leftWave k r) (rightWave q t)) :
    fluxSum m₁ m₂ k q r t = 1 ↔ a * m₂ = b * m₁ := by
  have hd := flux_defect ha hb hk hq h₂ m₁ h
  have hc : 0 < 4 * k * q * b := by positivity
  have hD : 0 < m₂ * (k * b + q * a) ^ 2 := by positivity
  constructor
  · intro h1
    rw [h1, sub_self] at hd
    rcases div_eq_zero_iff.1 hd.symm with h' | h'
    · rcases mul_eq_zero.1 h' with h'' | h''
      · exact absurd h'' hc.ne'
      · linarith
    · exact absurd h' hD.ne'
  · intro h1
    have h0 : b * m₁ - a * m₂ = 0 := by linarith
    rw [h0, mul_zero, zero_div] at hd
    linarith

/-- Mass step: continuity of `ψ` and `ψ'/m` gives `|r|² + (q m₁/(k m₂))|t|² = 1`, whereas
under continuity of `ψ` and `ψ'` this balance holds if and only if `m₁ = m₂`. -/
theorem mass_step {m₁ m₂ k q : ℝ} (h₁ : 0 < m₁) (h₂ : 0 < m₂) (hk : 0 < k) (hq : 0 < q)
    {r t : ℂ} (hψ : leftWave k r 0 = rightWave q t 0) :
    (deriv (leftWave k r) 0 / (m₁ : ℂ) = deriv (rightWave q t) 0 / (m₂ : ℂ) →
      ‖r‖ ^ 2 + q * m₁ / (k * m₂) * ‖t‖ ^ 2 = 1) ∧
    (deriv (leftWave k r) 0 = deriv (rightWave q t) 0 →
      (‖r‖ ^ 2 + q * m₁ / (k * m₂) * ‖t‖ ^ 2 = 1 ↔ m₁ = m₂)) := by
  constructor
  · intro h
    exact (flux_balance_iff h₁ h₂ hk hq h₂ m₁ ⟨hψ, h⟩).2 (mul_comm _ _)
  · intro h
    -- continuity of ψ' is the rule with weights (1, 1)
    have hM : Matched 1 1 (leftWave k r) (rightWave q t) := by
      unfold Matched
      exact ⟨hψ, by rw [h]⟩
    have key := flux_balance_iff one_pos one_pos hk hq h₂ m₁ hM
    rw [one_mul, one_mul] at key
    exact key.trans eq_comm

/-- Under continuity of `ψ` and `ψ'/m`, the reflection amplitude vanishes if and only if
`k/m₁ = q/m₂`. -/
theorem reflectionless_iff {m₁ m₂ k q : ℝ} (h₁ : 0 < m₁) (h₂ : 0 < m₂) (hk : 0 < k)
    (hq : 0 < q) {r t : ℂ} (h : Matched m₁ m₂ (leftWave k r) (rightWave q t)) :
    r = 0 ↔ k / m₁ = q / m₂ := by
  have hr := ((matched_iff h₁ h₂ hk hq r t).1 h).1
  have hD : 0 < k * m₂ + q * m₁ := by positivity
  rw [hr, Complex.ofReal_eq_zero, reflAmp, div_eq_zero_iff, div_eq_div_iff h₁.ne' h₂.ne']
  constructor
  · rintro (h' | h')
    · linarith
    · exact absurd h' hD.ne'
  · intro h'
    left
    linarith

/-- For weights `1` and `2` and `k = q = 1`, the amplitudes `r = 1/3`, `t = 4/3` satisfy the
interface rule. -/
theorem matched_witness : Matched 1 2 (leftWave 1 (1 / 3)) (rightWave 1 (4 / 3)) := by
  rw [matched_iff one_pos two_pos one_pos one_pos]
  unfold reflAmp transAmp
  push_cast
  constructor <;> norm_num

end

end MassStep
```

```lean
#print axioms MassStep.current_conserved_iff
#print axioms MassStep.mass_step
#print axioms MassStep.reflectionless_iff
```

```
'MassStep.current_conserved_iff' depends on axioms: [propext, Classical.choice, Quot.sound]
'MassStep.mass_step' depends on axioms: [propext, Classical.choice, Quot.sound]
'MassStep.reflectionless_iff' depends on axioms: [propext, Classical.choice, Quot.sound]
```

### The statements in words

The theorem `mass_step` takes positive $m_1,m_2,k,q$, complex $r,t$, and `hψ`, continuity of $\psi$ at $0$. It concludes two implications: if $\psi_L'(0)/m_1=\psi_R'(0)/m_2$ then $S=1$, and if $\psi_L'(0)=\psi_R'(0)$ then $S=1\iff m_1=m_2$. The sum $S$ is written out in full and $\hbar$ does not occur. The link to the current is `current_conserved_iff`: for $\hbar,m_1,m_2,k>0$, any real $q$ and any points $x,y$, the left current at $x$ equals the right current at $y$ exactly when `fluxSum m₁ m₂ k q r t = 1`.

Because `matched_iff` is an equivalence, each derivative hypothesis of `mass_step`, taken separately and together with `hψ`, is met by explicit amplitudes for every choice of positive parameters: `reflAmp` and `transAmp` with weights $(m_1,m_2)$ for the first, and with weights $(1,1)$ for the second. The same pair $r,t$ meets both only when $m_1=m_2$. The theorem `matched_witness` records that $r=1/3$, $t=4/3$ satisfy `Matched 1 2` at $k=q=1$, the first half of the numerical instance. The velocity condition is `reflectionless_iff`.

### How the proof follows the derivation

In `hasDerivAt_planeWave` the chain rule is applied to $e^{iks}$ as a function of a complex variable $s$, and `comp_ofReal` restricts it to real arguments. Linearity then gives `hasDerivAt_waves`.

The theorem `current_waves` states both currents for one wavenumber `k` and one amplitude `c`, and it is later used with $(k,r)$ on the left and $(q,t)$ on the right. Lean does not go through $\bar z-z$. It writes each exponential as cosine plus $i$ times sine and expands into real and imaginary parts; the interference terms cancel as polynomials, and `linear_combination` closes each goal with a multiple of $\cos^2+\sin^2=1$. In `current_conserved_iff`, the identity `key` is the factorisation of $j_L-j_R$ and `hc` is the positivity of $\hbar k/m_1$.

In `matched_iff` the denominators $a$, $b$, $D$ are cleared, which leaves `h1`, $1+r=t$, and, after cancelling $i$, `h3`, $k(1-r)b=qta$. The combination `q * a * h1 - h3` eliminates $t$ and yields $rD=kb-qa$, while `-h3 - k * b * h1` eliminates $r$ and yields $tD=2kb$. In the converse direction, subtracting the two formulas gives $(1+r)D=tD$, and $D$ cancels.

The theorem `flux_defect` substitutes `reflAmp` and `transAmp`, replaces the squared modulus of a real number by its square, and verifies the formula for $S-1$ with `field_simp` and `ring`; it needs no sign condition on $m_1$. From it `flux_balance_iff` reads off when the quotient vanishes. Finally `mass_step` applies this equivalence twice, with weights $(m_1,m_2)$, where `mul_comm` supplies the condition, and with weights $(1,1)$.

### Remarks

Among the rules `Matched a b` with positive weights, `flux_balance_iff` shows that flux balance fixes the ratio $a/b=m_1/m_2$. All of these rules keep $\psi$ continuous and contain no term proportional to $\psi(0)$ in the derivative condition; interface conditions of a more general form are not treated in the file, so it does not single out the $\psi'/m$ rule among them.

The result bears on envelope-function calculations for semiconductor heterojunctions, within a one-band, one-dimensional, single-particle model of one abrupt step with propagating waves on both sides: there, matching $\psi'$ itself across unequal masses gives reflection and transmission probabilities that do not add to one, by the amount in `flux_defect`.
